# For a gapped Green's function, the linear interpolation error between adjacent Matsubara frequencies is at most quadratic in temperature

Let G(z) = Σ_p A_p/(z − e_p) be a finite sum with real pole energies e_p, weights A_p ≥ 0 and Σ_p A_p = 1. Suppose that every pole satisfies |e_p| ≥ D for some D > 0. At temperature T > 0, linear interpolation of G(iω) between adjacent fermionic Matsubara frequencies then has an error of modulus at most

π²T²/D³.

Energies are measured from the chemical potential, and ħ = k_B = 1. The largest D allowed is the distance from the chemical potential to the nearest pole. For non-interacting electrons with finitely many levels, the diagonal element of the Green's function in a normalised orbital has this form, and A_p is the squared overlap of the orbital with level p. The bound then guarantees an accuracy for values interpolated from exact values at the Matsubara frequencies.

## From one pole to the full sum

Take two real nodes a and b, a fraction s with 0 ≤ s ≤ 1, and the point ω = (1 − s)a + sb. For a single pole at e, write x = ia − e, y = ib − e and w = iω − e, so that w = (1 − s)x + sy. The interpolation error is

1/w − (1 − s)/x − s/y = [xy − w((1 − s)y + sx)]/(xyw).

Multiplying out the product in the numerator gives

((1 − s)x + sy)((1 − s)y + sx) = xy + s(1 − s)(y − x)².

The numerator is therefore −s(1 − s)(y − x)². Since y − x = i(b − a), its square is −(b − a)², and the error becomes

s(1 − s)(b − a)² / [(ia − e)(ib − e)(iω − e)].

Each denominator has modulus √(ω'² + e²) ≥ |e| ≥ D, where ω' is the frequency in question. Also s(1 − s) ≤ 1/4, because 1 − 4s(1 − s) = (2s − 1)² ≥ 0. One pole thus contributes an error of at most (b − a)²/(4D³).

The error is linear in the function that is interpolated. For G it is the sum of the single-pole errors with weights A_p, and the triangle inequality gives

|error| ≤ Σ_p A_p (b − a)²/(4D³) = (b − a)²/(4D³).

The Matsubara frequencies are (2n + 1)πT with n an integer. Nodes m steps apart have b − a = 2mπT, so the bound is (mπT)²/D³, and m = 1 gives the opening claim.

Now cool to T' > 0, with every pole still satisfying |e_p| ≥ D for the same D, and keep only every m-th frequency, with mT' ≤ T. The condition has to be checked at T', because the chemical potential can move with temperature. The error is at most (mπT')²/D³ ≤ π²T²/D³, the bound that adjacent nodes had at temperature T. If m is the largest integer allowed, the number of kept nodes in a fixed frequency window stays bounded on cooling, whereas the number of all Matsubara frequencies there grows as 1/T'.

## A level at D = 1 and T = 0.1

Let a single level of unit weight lie at D = 1, and let T = 0.1 in the same energy unit. The bound is π² × 0.01 ≈ 0.0987. Midway between −πT and πT the exact value is G(0) = −1. The mean of the two node values is −1/(1 + π²T²) ≈ −0.9102, so the actual error has modulus 0.0898. After cooling to T' = 0.01, nodes ten steps apart still have the bound 0.0987, while adjacent nodes have the bound 0.000987.

## The pole sum, the frequencies and the error in Lean

```lean
import Mathlib

open Complex Filter Topology
open scoped Real

namespace MatsubaraInterpolation

noncomputable section
```

The index type `ι` labels the finitely many poles. Weights and energies are real functions on it, and the argument z is complex.

```lean
/-- The Green's function `G(z) = ∑ A_p / (z - e_p)` with finitely many real poles `e_p` and
weights `A_p`, for `z` away from the poles. -/
def greens {ι : Type*} [Fintype ι] (A e : ι → ℝ) (z : ℂ) : ℂ :=
  ∑ p, (A p : ℂ) / (z - (e p : ℂ))
```

The integer `n` runs over both signs: `n = 0` gives πT and `n = -1` gives −πT.

```lean
/-- The fermionic Matsubara frequency `(2n + 1) π T`, in units with `ħ = k_B = 1`. -/
def matsubara (T : ℝ) (n : ℤ) : ℝ := (2 * (n : ℝ) + 1) * π * T
```

The next definition is the exact value minus the linear interpolant, with the position given by the fraction `s`. This form needs no division by the node spacing.

```lean
/-- The error of linear interpolation of `F(iω)` between the nodes `ω = a` and `ω = b`, at the
point a fraction `s` of the way from `a` to `b`. -/
def interpError (F : ℂ → ℂ) (a b s : ℝ) : ℂ :=
  F (I * (((1 - s) * a + s * b : ℝ) : ℂ)) - ((1 - s) * F (I * (a : ℂ)) + s * F (I * (b : ℂ)))
```

## The exact error and its bound for one pole

The three hypotheses say that neither the nodes nor the interpolation point hit the pole. Inside the proof, `key` is the identity for 1/w, with `t` in the place of s. There `field_simp` clears the denominators, and `ring` multiplies out the product once w has been replaced by its expression in x and y. The last line uses i² = −1 to turn −(y − x)² into (b − a)².

```lean
/-- The exact interpolation error for a single pole of unit weight at real energy `e`, when neither
the nodes nor the interpolation point hit the pole. -/
theorem pole_interpError {e a b s : ℝ} (ha : I * (a : ℂ) - (e : ℂ) ≠ 0)
    (hb : I * (b : ℂ) - (e : ℂ) ≠ 0)
    (hw : I * (((1 - s) * a + s * b : ℝ) : ℂ) - (e : ℂ) ≠ 0) :
    interpError (fun z => 1 / (z - (e : ℂ))) a b s =
      ((s * (1 - s) * (b - a) ^ 2 : ℝ) : ℂ) /
        ((I * (a : ℂ) - (e : ℂ)) * (I * (b : ℂ) - (e : ℂ)) *
          (I * (((1 - s) * a + s * b : ℝ) : ℂ) - (e : ℂ))) := by
  -- the interpolation identity for the reciprocal function
  have key : ∀ x y w t : ℂ, x ≠ 0 → y ≠ 0 → w ≠ 0 → w = (1 - t) * x + t * y →
      1 / w - ((1 - t) * (1 / x) + t * (1 / y)) =
        -(t * (1 - t) * (y - x) ^ 2) / (x * y * w) := by
    intro x y w t hx hy hw0 h
    rw [eq_div_iff (mul_ne_zero (mul_ne_zero hx hy) hw0)]
    have h1 : (1 / w - ((1 - t) * (1 / x) + t * (1 / y))) * (x * y * w) =
        x * y - w * ((1 - t) * y + t * x) := by
      field_simp
    rw [h1, h]
    ring
  simp only [interpError]
  rw [key _ _ _ (s : ℂ) ha hb hw (by push_cast; ring)]
  congr 1
  push_cast
  linear_combination (-((s : ℂ) * (1 - s) * (b - a) ^ 2)) * I_sq
```

The lower bound on a denominator holds because the real part of iω − e is −e, and a modulus is at least the absolute value of the real part.

```lean
/-- On the imaginary axis the distance to a pole at real energy `e` is at least `|e|`. -/
theorem abs_le_norm_denominator (w e : ℝ) : |e| ≤ ‖I * (w : ℂ) - (e : ℂ)‖ := by
  have h := Complex.abs_re_le_norm (I * (w : ℂ) - (e : ℂ))
  have hre : (I * (w : ℂ) - (e : ℂ)).re = -e := by simp
  rwa [hre, abs_neg] at h
```

The two estimates are then combined. `hnum` is s(1 − s) ≤ 1/4 multiplied by (b − a)², obtained from the square (2s − 1)², and `hden` multiplies the three lower bounds. The final `gcongr` compares the two fractions, numerator with numerator and denominator with denominator.

```lean
/-- For a pole of unit weight at a real energy `e` with `|e| ≥ D > 0`, interpolation between nodes
`a` and `b` has error at most `(b - a)² / (4 D³)`. -/
theorem pole_interpError_le {e D a b s : ℝ} (hD : 0 < D) (he : D ≤ |e|)
    (hs0 : 0 ≤ s) (hs1 : s ≤ 1) :
    ‖interpError (fun z => 1 / (z - (e : ℂ))) a b s‖ ≤ (b - a) ^ 2 / (4 * D ^ 3) := by
  have hd : ∀ w : ℝ, D ≤ ‖I * (w : ℂ) - (e : ℂ)‖ := fun w =>
    he.trans (abs_le_norm_denominator w e)
  have hne : ∀ w : ℝ, I * (w : ℂ) - (e : ℂ) ≠ 0 := fun w =>
    norm_pos_iff.mp (hD.trans_le (hd w))
  have hnn : 0 ≤ s * (1 - s) * (b - a) ^ 2 :=
    mul_nonneg (mul_nonneg hs0 (sub_nonneg.mpr hs1)) (sq_nonneg _)
  -- s (1 - s) is largest at the midpoint
  have hnum : s * (1 - s) * (b - a) ^ 2 ≤ (b - a) ^ 2 / 4 := by
    nlinarith [mul_nonneg (sq_nonneg (2 * s - 1)) (sq_nonneg (b - a))]
  have hden : D ^ 3 ≤ ‖I * (a : ℂ) - (e : ℂ)‖ * ‖I * (b : ℂ) - (e : ℂ)‖ *
      ‖I * (((1 - s) * a + s * b : ℝ) : ℂ) - (e : ℂ)‖ := by
    calc D ^ 3 = D * D * D := by ring
      _ ≤ _ := mul_le_mul (mul_le_mul (hd a) (hd b) hD.le (norm_nonneg _)) (hd _) hD.le
        (by positivity)
  rw [pole_interpError (hne a) (hne b) (hne _), norm_div, norm_mul, norm_mul,
    Complex.norm_real, Real.norm_eq_abs, abs_of_nonneg hnn,
    ← div_div ((b - a) ^ 2) 4 (D ^ 3)]
  gcongr
```

## Summing over poles and inserting the Matsubara spacing

The hypotheses `hA`, `hsum` and `he` are the positivity, the normalisation and the gap. Positivity and normalisation express that G is the diagonal element for a normalised orbital. The gap condition applies to every pole in the sum. In an interacting system at T > 0 this is demanding, since transitions between thermally excited states can have energies inside the ground-state gap.

In the proof, `hlin` is the linearity of the error in the weights. The `calc` block applies the triangle inequality, then the single-pole bound, then Σ_p A_p = 1.

```lean
/-- For nonnegative weights summing to one and poles with `|e_p| ≥ D > 0`, interpolating
`G(iω)` between nodes `a` and `b` has error at most `(b - a)² / (4 D³)`. -/
theorem greens_interpError_le {ι : Type*} [Fintype ι] {A e : ι → ℝ} {D a b s : ℝ}
    (hA : ∀ p, 0 ≤ A p) (hsum : ∑ p, A p = 1) (hD : 0 < D) (he : ∀ p, D ≤ |e p|)
    (hs0 : 0 ≤ s) (hs1 : s ≤ 1) :
    ‖interpError (greens A e) a b s‖ ≤ (b - a) ^ 2 / (4 * D ^ 3) := by
  -- the error is linear in the spectral weights
  have hlin : interpError (greens A e) a b s =
      ∑ p, (A p : ℂ) * interpError (fun z => 1 / (z - (e p : ℂ))) a b s := by
    simp only [interpError, greens, Finset.mul_sum]
    rw [← Finset.sum_add_distrib, ← Finset.sum_sub_distrib]
    refine Finset.sum_congr rfl fun p _ => ?_
    ring
  rw [hlin]
  calc _ ≤ ∑ p, ‖(A p : ℂ) * interpError (fun z => 1 / (z - (e p : ℂ))) a b s‖ :=
        norm_sum_le _ _
    _ ≤ ∑ p, A p * ((b - a) ^ 2 / (4 * D ^ 3)) := by
        refine Finset.sum_le_sum fun p _ => ?_
        rw [norm_mul, Complex.norm_real, Real.norm_eq_abs, abs_of_nonneg (hA p)]
        exact mul_le_mul_of_nonneg_left (pole_interpError_le hD (he p) hs0 hs1) (hA p)
    _ = _ := by rw [← Finset.sum_mul, hsum, one_mul]
```

For nodes `m` steps apart, `hgap` computes the spacing 2mπT, and the rest is algebra. The theorem holds for every real `T`; positive values are the physical ones.

```lean
/-- For nonnegative weights summing to one and poles with `|e_p| ≥ D > 0`, interpolating
between Matsubara frequencies `m` steps apart has error at most `(m π T)² / D³`. -/
theorem stride_error_le {ι : Type*} [Fintype ι] {A e : ι → ℝ} {D s : ℝ}
    (hA : ∀ p, 0 ≤ A p) (hsum : ∑ p, A p = 1) (hD : 0 < D) (he : ∀ p, D ≤ |e p|)
    (hs0 : 0 ≤ s) (hs1 : s ≤ 1) (T : ℝ) (n : ℤ) (m : ℕ) :
    ‖interpError (greens A e) (matsubara T n) (matsubara T (n + m)) s‖ ≤
      (m * π * T) ^ 2 / D ^ 3 := by
  have hgap : matsubara T (n + m) - matsubara T n = 2 * (m * π * T) := by
    simp only [matsubara]
    push_cast
    ring
  refine (greens_interpError_le hA hsum hD he hs0 hs1).trans_eq ?_
  rw [hgap, div_eq_div_iff (by positivity) (by positivity)]
  ring
```

The opening claim is the case `m = 1`. It holds for every integer `n`, including the interval from −πT to πT across zero frequency.

```lean
/-- For nonnegative weights summing to one and poles with `|e_p| ≥ D > 0`, linear interpolation
of `G(iω)` between adjacent Matsubara frequencies has error at most `π² T² / D³`. -/
theorem matsubara_interpolation {ι : Type*} [Fintype ι] {A e : ι → ℝ} {D s : ℝ}
    (hA : ∀ p, 0 ≤ A p) (hsum : ∑ p, A p = 1) (hD : 0 < D) (he : ∀ p, D ≤ |e p|)
    (hs0 : 0 ≤ s) (hs1 : s ≤ 1) (T : ℝ) (n : ℤ) :
    ‖interpError (greens A e) (matsubara T n) (matsubara T (n + 1)) s‖ ≤
      π ^ 2 * T ^ 2 / D ^ 3 := by
  have h := stride_error_le hA hsum hD he hs0 hs1 T n 1
  simp only [Nat.cast_one, one_mul, mul_pow] at h
  exact h
```

The theorem on cooling evaluates G only at frequencies of `T'`. The higher temperature `T` enters only through `hm` and the size of the bound, so what matters is that the gap condition holds for the poles and weights at T'. The proof rewrites (mπT')² as π²(mT')² and uses mT' ≤ T. The node values are taken as exact, and the bound applies at each point separately; it does not control the error of an infinite Matsubara sum.

```lean
/-- For nonnegative weights summing to one and poles with `|e_p| ≥ D > 0`, after cooling to `T' > 0`
with `m T' ≤ T`, nodes `m` Matsubara steps apart still give an error at most `π² T² / D³`. -/
theorem sparse_sampling_on_cooling {ι : Type*} [Fintype ι] {A e : ι → ℝ} {D s T T' : ℝ}
    (hA : ∀ p, 0 ≤ A p) (hsum : ∑ p, A p = 1) (hD : 0 < D) (he : ∀ p, D ≤ |e p|)
    (hs0 : 0 ≤ s) (hs1 : s ≤ 1) (n : ℤ) (m : ℕ) (hT' : 0 < T') (hm : m * T' ≤ T) :
    ‖interpError (greens A e) (matsubara T' n) (matsubara T' (n + m)) s‖ ≤
      π ^ 2 * T ^ 2 / D ^ 3 := by
  refine (stride_error_le hA hsum hD he hs0 hs1 T' n m).trans ?_
  have h : (m * π * T') ^ 2 = π ^ 2 * (m * T') ^ 2 := by ring
  rw [h]
  gcongr
```

## A level at D attains the constant π² as T → 0

A single level is modelled by the one-element index type `Unit` with weight 1.

```lean
/-- The Green's function of a single level of unit weight at energy `e` is `1 / (z - e)`. -/
theorem greens_single (e : ℝ) :
    greens (fun _ : Unit => 1) (fun _ => e) = fun z => 1 / (z - (e : ℂ)) := by
  funext z
  simp [greens]
```

Place the level at D and take the midpoint between −πT and πT. The numerator of the exact error is (1/4)(2πT)² = π²T². The denominators at the nodes are complex conjugates with product D² + π²T², and the third one is −D. The error therefore has modulus

π²T²/[D(D² + π²T²)].

In the proof, `hden` computes the product of all three denominators, −D(D² + π²T²), and the norms of the resulting real numbers give the formula.

```lean
/-- For a single level of unit weight at `D > 0`, the error midway between the frequencies `-πT` and
`πT` is `π² T² / (D (D² + π² T²))` in modulus. -/
theorem single_level_error {D : ℝ} (hD : 0 < D) (T : ℝ) :
    ‖interpError (greens (fun _ : Unit => 1) (fun _ => D))
      (matsubara T (-1)) (matsubara T 0) (1 / 2)‖ =
      π ^ 2 * T ^ 2 / (D * (D ^ 2 + π ^ 2 * T ^ 2)) := by
  have hne : ∀ w : ℝ, I * (w : ℂ) - (D : ℂ) ≠ 0 := fun w =>
    norm_pos_iff.mp ((abs_pos.mpr hD.ne').trans_le (abs_le_norm_denominator w D))
  have ha : matsubara T (-1) = -(π * T) := by
    simp only [matsubara]
    push_cast
    ring
  have hb : matsubara T 0 = π * T := by simp [matsubara]
  have hnum : (1 / 2 : ℝ) * (1 - 1 / 2) * (π * T - -(π * T)) ^ 2 = π ^ 2 * T ^ 2 := by ring
  -- the two conjugate denominators combine to a real number
  have hden : (I * ((-(π * T) : ℝ) : ℂ) - (D : ℂ)) * (I * ((π * T : ℝ) : ℂ) - (D : ℂ)) *
      (I * (((1 - 1 / 2) * -(π * T) + 1 / 2 * (π * T) : ℝ) : ℂ) - (D : ℂ)) =
      ((-(D * (D ^ 2 + π ^ 2 * T ^ 2)) : ℝ) : ℂ) := by
    push_cast
    linear_combination ((D : ℂ) * (π : ℂ) ^ 2 * (T : ℂ) ^ 2) * I_sq
  rw [greens_single, ha, hb, pole_interpError (hne _) (hne _) (hne _), hnum, hden, norm_div,
    Complex.norm_real, Complex.norm_real, Real.norm_eq_abs, Real.norm_eq_abs, abs_neg,
    abs_of_nonneg (by positivity : 0 ≤ π ^ 2 * T ^ 2),
    abs_of_pos (by positivity : 0 < D * (D ^ 2 + π ^ 2 * T ^ 2))]
```

Divided by T², this tends to π²/D³ as T falls to zero. No bound of the form cT²/D³ with c < π² can therefore hold at all positive temperatures. In Lean, `𝓝[>] 0` expresses the approach from positive T. The proof takes the limit of the continuous function π²/[D(D² + π²T²)] and shows that it agrees with the error ratio for T > 0.

```lean
/-- For a single level of unit weight at `D > 0`, the midpoint error between `-πT` and `πT`, divided
by `T²`, tends to `π² / D³` as `T` falls to zero. -/
theorem bound_sharp {D : ℝ} (hD : 0 < D) :
    Tendsto (fun T : ℝ => ‖interpError (greens (fun _ : Unit => 1) (fun _ => D))
      (matsubara T (-1)) (matsubara T 0) (1 / 2)‖ / T ^ 2) (𝓝[>] 0) (𝓝 (π ^ 2 / D ^ 3)) := by
  have hcont : Continuous (fun T : ℝ => π ^ 2 / (D * (D ^ 2 + π ^ 2 * T ^ 2))) :=
    Continuous.div continuous_const (by fun_prop) (fun T => by positivity)
  have h : Tendsto (fun T : ℝ => π ^ 2 / (D * (D ^ 2 + π ^ 2 * T ^ 2))) (𝓝[>] 0)
      (𝓝 (π ^ 2 / (D * (D ^ 2 + π ^ 2 * (0 : ℝ) ^ 2)))) :=
    (hcont.tendsto 0).mono_left nhdsWithin_le_nhds
  have h0 : D * (D ^ 2 + π ^ 2 * (0 : ℝ) ^ 2) = D ^ 3 := by ring
  rw [h0] at h
  refine h.congr' ?_
  filter_upwards [self_mem_nhdsWithin] with T hT
  have hT' : 0 < T := hT
  rw [single_level_error hD, div_div, div_eq_div_iff (by positivity) (by positivity)]
  ring
```

## A level at zero energy makes the error grow on cooling

For e = 0, take the nodes πT and 3πT with midpoint 2πT. The numerator is again π²T², and the denominators have moduli πT, 3πT and 2πT. The error has modulus

π²T²/(6π³T³) = 1/(6πT),

which grows without limit as T → 0. The example shows that poles at exactly zero energy have to be excluded. For a finite sum this exclusion already supplies a positive D, namely the smallest |e_p|.

In the proof, `hn` gives the modulus of a denominator at positive frequency, and the exact single-pole formula does the rest.

```lean
/-- For a single level of unit weight at zero energy and `T > 0`, the error midway between the
frequencies `πT` and `3πT` is `1 / (6πT)` in modulus. -/
theorem gapless_error {T : ℝ} (hT : 0 < T) :
    ‖interpError (greens (fun _ : Unit => 1) (fun _ => 0))
      (matsubara T 0) (matsubara T 1) (1 / 2)‖ = 1 / (6 * π * T) := by
  have hn : ∀ w : ℝ, 0 < w → ‖I * (w : ℂ) - ((0 : ℝ) : ℂ)‖ = w := by
    intro w hw
    rw [Complex.ofReal_zero, sub_zero, norm_mul, Complex.norm_I, one_mul, Complex.norm_real,
      Real.norm_eq_abs, abs_of_pos hw]
  have hne : ∀ w : ℝ, 0 < w → I * (w : ℂ) - ((0 : ℝ) : ℂ) ≠ 0 := fun w hw =>
    norm_pos_iff.mp (by rw [hn w hw]; exact hw)
  have ha : matsubara T 0 = π * T := by simp [matsubara]
  have hb : matsubara T 1 = 3 * π * T := by
    simp only [matsubara]
    push_cast
    ring
  have hw : (1 - 1 / 2) * (π * T) + 1 / 2 * (3 * π * T) = 2 * π * T := by ring
  have hnum : (1 / 2 : ℝ) * (1 - 1 / 2) * (3 * π * T - π * T) ^ 2 = π ^ 2 * T ^ 2 := by ring
  have h1 : 0 < π * T := by positivity
  have h2 : 0 < 2 * π * T := by positivity
  have h3 : 0 < 3 * π * T := by positivity
  rw [greens_single, ha, hb,
    pole_interpError (hne _ h1) (hne _ h3) (by rw [hw]; exact hne _ h2),
    hw, hnum, norm_div, norm_mul, norm_mul, hn _ h1, hn _ h2, hn _ h3, Complex.norm_real,
    Real.norm_eq_abs, abs_of_nonneg (by positivity : 0 ≤ π ^ 2 * T ^ 2),
    div_eq_div_iff (by positivity) (by positivity)]
  ring

end

end MatsubaraInterpolation
```

```lean
#print axioms MatsubaraInterpolation.matsubara_interpolation
-- 'MatsubaraInterpolation.matsubara_interpolation' depends on axioms: [propext, Classical.choice, Quot.sound]
#print axioms MatsubaraInterpolation.sparse_sampling_on_cooling
-- 'MatsubaraInterpolation.sparse_sampling_on_cooling' depends on axioms: [propext, Classical.choice, Quot.sound]
#print axioms MatsubaraInterpolation.bound_sharp
-- 'MatsubaraInterpolation.bound_sharp' depends on axioms: [propext, Classical.choice, Quot.sound]
#print axioms MatsubaraInterpolation.gapless_error
-- 'MatsubaraInterpolation.gapless_error' depends on axioms: [propext, Classical.choice, Quot.sound]
```
